# The isothermal static susceptibility of a two-level system with non-zero tunnelling is a Kubo term plus a Curie term

The thermal state is modelled here as the exponential of an actual 2 × 2 Hamiltonian, and averages are quotients of traces. Level populations are therefore derived, not postulated. With bias x, tunnelling amplitude D and inverse temperature β, in units with ħ = k_B = 1, the Hamiltonian and its level splitting are

H = −(xZ + DX)/2, E = √(x² + D²).

For D ≠ 0 the result, with β and D held fixed, is

d⟨Z⟩/dx = D² tanh(βE/2)/E³ + βx²/(2E² cosh²(βE/2)).

The condition D ≠ 0 means that tunnelling mixes the two Z states and keeps the gap open at x = 0. The signs of D and β are free; β > 0 is the usual thermal case.

```lean
import Mathlib

open Matrix

namespace TwoLevelSusceptibility

noncomputable section
```

## Hamiltonian and thermal averages

The Pauli matrices X and Z and the Hamiltonian have real entries, so real matrices suffice.

```lean
/-- The Pauli matrix X. -/
def pauliX : Matrix (Fin 2) (Fin 2) ℝ := !![0, 1; 1, 0]

/-- The Pauli matrix Z. -/
def pauliZ : Matrix (Fin 2) (Fin 2) ℝ := !![1, 0; 0, -1]

/-- The two-level Hamiltonian `H = -(x Z + D X)/2` with bias `x` and tunnelling `D`. -/
def hamiltonian (D x : ℝ) : Matrix (Fin 2) (Fin 2) ℝ :=
  (-(1 / 2 : ℝ)) • (x • pauliZ + D • pauliX)
```

The levels lie at ±E/2, which makes E the gap.

```lean
/-- The energy `E = √(x² + D²)`. -/
def gap (D x : ℝ) : ℝ := √(x ^ 2 + D ^ 2)
```

The Boltzmann operator exp(−βH) uses Mathlib's matrix exponential.

```lean
/-- The Boltzmann operator `exp(-β H)`. -/
def boltzmann (β D x : ℝ) : Matrix (Fin 2) (Fin 2) ℝ :=
  NormedSpace.exp ((-β) • hamiltonian D x)
```

The average of an observable A is ⟨A⟩ = tr(A exp(−βH))/tr exp(−βH).

```lean
/-- The thermal average `tr(A exp(-β H)) / tr(exp(-β H))`. -/
def thermal (β D x : ℝ) (A : Matrix (Fin 2) (Fin 2) ℝ) : ℝ :=
  (A * boltzmann β D x).trace / (boltzmann β D x).trace
```

For fluctuations we need the correlation of Z with itself at imaginary time τ:

C(τ) = tr(exp(−(β−τ)H) Z exp(−τH) Z)/tr exp(−βH).

```lean
/-- The imaginary-time correlation `tr(exp(-(β-τ)H) Z exp(-τH) Z) / tr(exp(-βH))`. -/
def correlation (β D x τ : ℝ) : ℝ :=
  (boltzmann (β - τ) D x * pauliZ * (boltzmann τ D x * pauliZ)).trace /
    (boltzmann β D x).trace
```

## Diagonalising the Boltzmann operator

Since D ≠ 0, x² + D² > 0 and hence E > 0.

```lean
private theorem gap_pos {D : ℝ} (hD : D ≠ 0) (x : ℝ) : 0 < gap D x :=
  Real.sqrt_pos.2 (by positivity)
```

By definition, E² = x² + D².

```lean
private theorem gap_sq (D x : ℝ) : gap D x ^ 2 = x ^ 2 + D ^ 2 :=
  Real.sq_sqrt (by positivity)
```

Two matrices agree when their four entries agree.

```lean
private theorem entries_eq {a b c d a' b' c' d' : ℝ} (h1 : a = a') (h2 : b = b')
    (h3 : c = c') (h4 : d = d') : !![a, b; c, d] = !![a', b'; c', d'] := by
  rw [h1, h2, h3, h4]
```

Write K = xZ + DX, so that H = −K/2. A combination a·1 + bK has diagonal entries a + bx and a − bx, and both off-diagonal entries equal bD.

```lean
private theorem pauli_entries (a b D x : ℝ) :
    a • (1 : Matrix (Fin 2) (Fin 2) ℝ) + b • (x • pauliZ + D • pauliX) =
      !![a + b * x, b * D; b * D, a - b * x] := by
  ext i j
  fin_cases i <;> fin_cases j <;> simp [pauliX, pauliZ, Matrix.one_fin_two]
  ring
```

The vectors (E + x, D) and (−D, E + x) are eigenvectors of K with eigenvalues E and −E. For the first,

x(E + x) + D² = E(E + x), D(E + x) − xD = ED.

Both have squared length (E + x)² + D² = 2E(E + x) > 0, so the normalised ground state is (E + x, D)/√(2E(E + x)), with energy −E/2.

Put u = βE/2. Then −βH = βK/2 has eigenvalues ±u, and its exponential has eigenvalues exp(±u) = cosh u ± sinh u on the same vectors. This gives

exp(−βH) = cosh u · 1 + (sinh u/E) K.

The proof puts the unnormalised eigenvectors into the columns of `U`. Its determinant is the squared length above, so `U` is invertible. `hMU` is the eigenvalue equation, `Matrix.exp_conj` moves the exponential onto the diagonal matrix, and `hR` checks that the closed form acts in the same way on the eigenvectors.

```lean
/-- The Boltzmann operator in closed form:
`exp(-βH) = cosh(βE/2) + (sinh(βE/2)/E) (x Z + D X)`. -/
theorem boltzmann_eq {D : ℝ} (hD : D ≠ 0) (β x : ℝ) :
    boltzmann β D x = Real.cosh (β * gap D x / 2) • (1 : Matrix (Fin 2) (Fin 2) ℝ) +
      (Real.sinh (β * gap D x / 2) / gap D x) • (x • pauliZ + D • pauliX) := by
  have hE := gap_pos hD x
  have hE2 := gap_sq D x
  have hH : (-β) • hamiltonian D x =
      (0 : ℝ) • (1 : Matrix (Fin 2) (Fin 2) ℝ) + (β / 2) • (x • pauliZ + D • pauliX) := by
    unfold hamiltonian
    module
  rw [boltzmann, hH, pauli_entries, pauli_entries]
  have hs : Real.sinh (β * gap D x / 2) =
      Real.sinh (β * gap D x / 2) / gap D x * gap D x := (div_mul_cancel₀ _ hE.ne').symm
  have hp := Real.cosh_add_sinh (β * gap D x / 2)
  have hm := Real.cosh_sub_sinh (β * gap D x / 2)
  generalize gap D x = E at *
  -- the columns of U are the eigenvectors of H
  obtain ⟨U, hU⟩ : ∃ U : Matrix (Fin 2) (Fin 2) ℝ, U = !![E + x, -D; D, E + x] := ⟨_, rfl⟩
  have hdet : IsUnit U.det := by
    rw [hU, Matrix.det_fin_two_of, isUnit_iff_ne_zero]
    have : 0 < D ^ 2 := by positivity
    nlinarith [sq_nonneg (E + x)]
  have hdiag : Matrix.diagonal ![β * E / 2, -(β * E / 2)] =
      !![β * E / 2, 0; 0, -(β * E / 2)] := by
    ext i j
    fin_cases i <;> fin_cases j <;> simp
  have hvec : NormedSpace.exp ![β * E / 2, -(β * E / 2)] =
      ![Real.exp (β * E / 2), Real.exp (-(β * E / 2))] := by
    funext i
    have hi := NormedSpace.map_exp (Pi.evalRingHom (fun _ : Fin 2 => ℝ) i)
      (continuous_apply i) ![β * E / 2, -(β * E / 2)]
    rw [← Real.exp_eq_exp_ℝ] at hi
    refine Eq.trans hi ?_
    fin_cases i <;> rfl
  have hexp : Matrix.diagonal (NormedSpace.exp ![β * E / 2, -(β * E / 2)]) =
      !![Real.exp (β * E / 2), 0; 0, Real.exp (-(β * E / 2))] := by
    rw [hvec]
    ext i j
    fin_cases i <;> fin_cases j <;> simp
  have hMU : !![0 + β / 2 * x, β / 2 * D; β / 2 * D, 0 - β / 2 * x] * U =
      U * Matrix.diagonal ![β * E / 2, -(β * E / 2)] := by
    rw [hdiag, hU, Matrix.mul_fin_two, Matrix.mul_fin_two]
    exact entries_eq (by linear_combination (-(β / 2)) * hE2) (by ring) (by ring)
      (by linear_combination (β / 2) * hE2)
  have hconj : !![0 + β / 2 * x, β / 2 * D; β / 2 * D, 0 - β / 2 * x] =
      U * Matrix.diagonal ![β * E / 2, -(β * E / 2)] * U⁻¹ := by
    rw [← hMU, Matrix.mul_nonsing_inv_cancel_right _ _ hdet]
  rw [hconj, Matrix.exp_conj _ _ ((Matrix.isUnit_iff_isUnit_det U).2 hdet),
    Matrix.exp_diagonal, hexp, ← hp, ← hm]
  generalize Real.sinh (β * E / 2) / E = t at *
  -- both sides act in the same way on the eigenvectors
  have hR : U * !![Real.cosh (β * E / 2) + Real.sinh (β * E / 2), 0;
        0, Real.cosh (β * E / 2) - Real.sinh (β * E / 2)] =
      !![Real.cosh (β * E / 2) + t * x, t * D; t * D, Real.cosh (β * E / 2) - t * x] * U := by
    rw [hU, Matrix.mul_fin_two, Matrix.mul_fin_two]
    exact entries_eq (by linear_combination t * hE2 + (E + x) * hs)
      (by linear_combination D * hs) (by linear_combination D * hs)
      (by linear_combination (-t) * hE2 - (E + x) * hs)
  rw [hR, Matrix.mul_nonsing_inv_cancel_right _ _ hdet]
```

## Partition function and polarization

Because tr K = 0, only the identity contributes to the trace:

tr exp(−βH) = 2 cosh u.

```lean
/-- The partition function is `2 cosh(βE/2)`. -/
theorem partition_eq {D : ℝ} (hD : D ≠ 0) (β x : ℝ) :
    (boltzmann β D x).trace = 2 * Real.cosh (β * gap D x / 2) := by
  rw [boltzmann_eq hD, pauli_entries, Matrix.trace_fin_two_of]
  ring
```

Since tr Z = 0 and tr(ZK) = 2x, the numerator of ⟨Z⟩ is 2x sinh u/E. Hence

⟨Z⟩ = x tanh u/E.

```lean
/-- The thermal polarization is `⟨Z⟩ = x tanh(βE/2)/E`. -/
theorem polarization_eq {D : ℝ} (hD : D ≠ 0) (β x : ℝ) :
    thermal β D x pauliZ = x * Real.tanh (β * gap D x / 2) / gap D x := by
  have hE := gap_pos hD x
  have hc := Real.cosh_pos (β * gap D x / 2)
  rw [thermal, partition_eq hD, boltzmann_eq hD, pauli_entries, pauliZ, Matrix.mul_fin_two,
    Matrix.trace_fin_two_of, Real.tanh_eq_sinh_div_cosh]
  field_simp
  ring
```

## Differentiating with respect to the bias

The chain rule applied to √(x² + D²) gives dE/dx = x/E.

```lean
/-- The energy `E` changes with the bias at the rate `x/E`. -/
theorem hasDerivAt_gap {D : ℝ} (hD : D ≠ 0) (x : ℝ) :
    HasDerivAt (fun y => gap D y) (x / gap D x) x := by
  have h : HasDerivAt (fun y : ℝ => y ^ 2 + D ^ 2) (2 * x) x := by
    simpa using (hasDerivAt_pow 2 x).add_const (D ^ 2)
  have hne : x ^ 2 + D ^ 2 ≠ 0 := by positivity
  exact (h.sqrt hne).congr_deriv (mul_div_mul_left _ _ two_ne_zero)
```

The polarization is a product of x/E, set by the eigenstates, and tanh u, set by the populations. Their derivatives are

d(x/E)/dx = 1/E − x²/E³ = D²/E³,

d(tanh u)/dx = βx/(2E cosh² u).

The product rule therefore gives two terms. The first comes from the changing eigenstates at fixed populations. It is called the Kubo term here because it is the zero-frequency limit of Kubo's linear response for the isolated system. The second, the Curie term, comes from the changing populations:

d⟨Z⟩/dx = D² tanh u/E³ + βx²/(2E² cosh² u).

In the theorem, `HasDerivAt` says that the polarization, as a function of the bias, is differentiable at x with this derivative. The proof differentiates the equivalent quotient x sinh u/(E cosh u), then uses cosh² u − sinh² u = 1 in `hcurie` to match the Curie term.

```lean
/-- The static susceptibility `d⟨Z⟩/dx` is the sum of the Kubo term `D² tanh(βE/2)/E³`
and the Curie term `β x²/(2 E² cosh²(βE/2))`. -/
theorem susceptibility {D : ℝ} (hD : D ≠ 0) (β x : ℝ) :
    HasDerivAt (fun y => thermal β D y pauliZ)
      (D ^ 2 * Real.tanh (β * gap D x / 2) / gap D x ^ 3 +
        β * x ^ 2 / (2 * gap D x ^ 2 * Real.cosh (β * gap D x / 2) ^ 2)) x := by
  have hE := gap_pos hD x
  have hc := Real.cosh_pos (β * gap D x / 2)
  have hg := hasDerivAt_gap hD x
  have hu : HasDerivAt (fun y => β * gap D y / 2) (β * (x / gap D x) / 2) x :=
    (hg.const_mul β).div_const 2
  have hq := ((hasDerivAt_id' x).fun_mul hu.sinh).fun_div (hg.fun_mul hu.cosh)
    (mul_pos hE hc).ne'
  have hfun : (fun y => thermal β D y pauliZ) = fun y =>
      y * Real.sinh (β * gap D y / 2) / (gap D y * Real.cosh (β * gap D y / 2)) := by
    funext y
    rw [polarization_eq hD, Real.tanh_eq_sinh_div_cosh, mul_div_assoc', div_div,
      mul_comm (Real.cosh _)]
  rw [hfun]
  refine hq.congr_deriv ?_
  have hD2 : D ^ 2 = gap D x ^ 2 - x ^ 2 := by linarith [gap_sq D x]
  have hcs : Real.cosh (β * gap D x / 2) ^ 2 - Real.sinh (β * gap D x / 2) ^ 2 = 1 := by
    linarith [Real.cosh_sq (β * gap D x / 2)]
  -- restore the factor cosh² - sinh² = 1 in the Curie term
  have hcurie : β * x ^ 2 / (2 * gap D x ^ 2 * Real.cosh (β * gap D x / 2) ^ 2) =
      β * x ^ 2 * (Real.cosh (β * gap D x / 2) ^ 2 - Real.sinh (β * gap D x / 2) ^ 2) /
        (2 * gap D x ^ 2 * Real.cosh (β * gap D x / 2) ^ 2) := by
    rw [hcs, mul_one]
  rw [hcurie, hD2, Real.tanh_eq_sinh_div_cosh]
  field_simp
  ring
```

At zero bias the Curie term vanishes and the susceptibility is tanh(β|D|/2)/|D|, which tends to β/2 as D → 0. At D = 0 the closed formula still holds for x ≠ 0, but it can fail at x = 0. Take β = 2: the polarization is tanh x, with slope 1 at x = 0, while the formula there reads 0/0, which Lean evaluates to 0.

## Susceptibility from imaginary-time fluctuations

Set a = (β − τ)E/2 and b = τE/2. Since ZKZ = xZ − DX, the cross terms in the trace vanish and the numerator of C(τ) is

2 cosh a cosh b + 2 sinh a sinh b (x² − D²)/E².

Writing 1 = (x² + D²)/E² in the first term and using the addition formulas, with a + b = u and a − b = E(β/2 − τ), we get

C(τ) = (x² + D² cosh(E(β/2 − τ))/cosh u)/E².

In the proof, `hp` and `hm` are the two addition formulas, and `hnum` is the numerator.

```lean
/-- The imaginary-time correlation of `Z` is
`(x² + D² cosh(E(β/2 - τ))/cosh(βE/2))/E²`. -/
theorem correlation_eq {D : ℝ} (hD : D ≠ 0) (β x τ : ℝ) :
    correlation β D x τ = (x ^ 2 + D ^ 2 * Real.cosh (gap D x * (β / 2 - τ)) /
      Real.cosh (β * gap D x / 2)) / gap D x ^ 2 := by
  have hE := gap_pos hD x
  have hE2 := gap_sq D x
  have hc := Real.cosh_pos (β * gap D x / 2)
  have hp := Real.cosh_add ((β - τ) * gap D x / 2) (τ * gap D x / 2)
  have hm := Real.cosh_sub ((β - τ) * gap D x / 2) (τ * gap D x / 2)
  rw [show (β - τ) * gap D x / 2 + τ * gap D x / 2 = β * gap D x / 2 by ring] at hp
  rw [show (β - τ) * gap D x / 2 - τ * gap D x / 2 = gap D x * (β / 2 - τ) by ring] at hm
  have hs1 := (div_mul_cancel₀ (Real.sinh ((β - τ) * gap D x / 2)) hE.ne').symm
  have hs2 := (div_mul_cancel₀ (Real.sinh (τ * gap D x / 2)) hE.ne').symm
  have hnum : (boltzmann (β - τ) D x * pauliZ * (boltzmann τ D x * pauliZ)).trace =
      2 * (x ^ 2 * Real.cosh (β * gap D x / 2) +
        D ^ 2 * Real.cosh (gap D x * (β / 2 - τ))) / gap D x ^ 2 := by
    rw [eq_div_iff (pow_ne_zero 2 hE.ne'), hp, hm, boltzmann_eq hD (β - τ),
      boltzmann_eq hD τ, pauli_entries, pauli_entries, pauliZ]
    simp only [Matrix.mul_fin_two, Matrix.trace_fin_two_of]
    generalize Real.sinh ((β - τ) * gap D x / 2) / gap D x = t₁ at *
    generalize Real.sinh (τ * gap D x / 2) / gap D x = t₂ at *
    rw [hs1, hs2]
    linear_combination (2 * Real.cosh ((β - τ) * gap D x / 2) *
      Real.cosh (τ * gap D x / 2)) * hE2
  rw [correlation, hnum, partition_eq hD]
  field_simp
```

It remains to integrate the connected correlation C(τ) − ⟨Z⟩². From

∫₀^β cosh(E(β/2 − τ)) dτ = 2 sinh u/E

we obtain

∫₀^β (C(τ) − ⟨Z⟩²) dτ = βx²(1 − tanh² u)/E² + 2D² tanh u/E³.

Half of this is the susceptibility found above, because 1 − tanh² u = 1/cosh² u. The factor 1/2 arises because x couples to Z/2. The proof supplies an explicit primitive in `hF`, evaluates it at 0 and β, and compares the result with `susceptibility`.

The Lean name `fluctuation_dissipation` refers to this static relation only: the theorem contains no frequency or absorbed power, and so does not connect a noise spectrum to dissipation. For a two-level system in the state exp(−βH)/tr exp(−βH), the closed formula in `susceptibility` gives an exact value against which a path-integral estimate of the susceptibility from imaginary-time correlations can be compared.

```lean
/-- The derivative `d⟨Z⟩/dx` is half the integral of the connected correlation of `Z` over imaginary
time from `0` to `β`. -/
theorem fluctuation_dissipation {D : ℝ} (hD : D ≠ 0) (β x : ℝ) :
    HasDerivAt (fun y => thermal β D y pauliZ)
      (1 / 2 * ∫ τ in (0 : ℝ)..β, (correlation β D x τ - thermal β D x pauliZ ^ 2)) x := by
  refine (susceptibility hD β x).congr_deriv ?_
  have hE := gap_pos hD x
  have hc := Real.cosh_pos (β * gap D x / 2)
  have hcs : Real.cosh (β * gap D x / 2) ^ 2 - Real.sinh (β * gap D x / 2) ^ 2 = 1 := by
    linarith [Real.cosh_sq (β * gap D x / 2)]
  simp only [correlation_eq hD, polarization_eq hD]
  generalize gap D x = E at *
  -- an explicit primitive of the connected correlation
  have hF : ∀ τ ∈ Set.uIcc 0 β, HasDerivAt
      (fun τ => (x ^ 2 / E ^ 2 - (x * Real.tanh (β * E / 2) / E) ^ 2) * τ -
        D ^ 2 / (E ^ 3 * Real.cosh (β * E / 2)) * Real.sinh (E * (β / 2 - τ)))
      ((x ^ 2 + D ^ 2 * Real.cosh (E * (β / 2 - τ)) / Real.cosh (β * E / 2)) / E ^ 2 -
        (x * Real.tanh (β * E / 2) / E) ^ 2) τ := by
    intro τ _
    have hu : HasDerivAt (fun τ : ℝ => E * (β / 2 - τ)) (E * (-1)) τ :=
      ((hasDerivAt_id' τ).const_sub (β / 2)).const_mul E
    refine (((hasDerivAt_id' τ).const_mul _).fun_sub (hu.sinh.const_mul _)).congr_deriv ?_
    field_simp
    ring
  rw [intervalIntegral.integral_eq_sub_of_hasDerivAt hF
    (Continuous.intervalIntegrable (by fun_prop) _ _)]
  have hcurie : β * x ^ 2 / (2 * E ^ 2 * Real.cosh (β * E / 2) ^ 2) =
      β * x ^ 2 * (Real.cosh (β * E / 2) ^ 2 - Real.sinh (β * E / 2) ^ 2) /
        (2 * E ^ 2 * Real.cosh (β * E / 2) ^ 2) := by
    rw [hcs, mul_one]
  rw [show E * (β / 2 - β) = -(β * E / 2) by ring,
    show E * (β / 2 - 0) = β * E / 2 by ring, Real.sinh_neg, hcurie,
    Real.tanh_eq_sinh_div_cosh]
  field_simp
  ring

end

end TwoLevelSusceptibility
```

```lean
#print axioms TwoLevelSusceptibility.susceptibility
#print axioms TwoLevelSusceptibility.fluctuation_dissipation
```

```
'TwoLevelSusceptibility.susceptibility' depends on axioms: [propext, Classical.choice, Quot.sound]
'TwoLevelSusceptibility.fluctuation_dissipation' depends on axioms: [propext, Classical.choice, Quot.sound]
```
